# CCZ as seven Z-string rotations, the fewest possible when the strings are distinct

The CCZ gate reverses the sign of the three-qubit state $|111\rangle$ and leaves the other seven basis states alone. It can be built from rotations generated by products of Pauli $Z$ operators. Seven such rotations and a global phase suffice, and explicit angles for them are derived below. It is then shown that, if each product is used at most once, fewer than seven rotations cannot give CCZ, and that the angle $\alpha$ of each rotation $e^{i\alpha P}$ about a product $P$ of one or more $Z$ operators must be an odd multiple of $\pi/8$.

Qubits are labelled by a finite type `ι`, and $n$ is its number of elements, `Fintype.card ι`. A basis state is a bit string $b$, in Lean a function `ι → Bool` with `true` for 1. Operators are complex matrices indexed by bit strings.

```lean
import Mathlib

open scoped Real

namespace CCZPhaseRotations

noncomputable section

variable {ι : Type*} [Fintype ι] [DecidableEq ι]
```

Pauli $Z$ has the eigenvalue $z_i(b)=+1$ if $b_i=0$ and $-1$ if $b_i=1$.

```lean
/-- The eigenvalue of Pauli Z on a bit: `-1` on one and `+1` on zero. -/
def bitSign (x : Bool) : ℤ := if x then -1 else 1
```

For a set $S$ of qubits, the parity sign is $z_S(b)=\prod_{i\in S}z_i(b)$, with $z_\emptyset(b)=1$. It is kept as an integer, which matters for a parity argument later.

```lean
/-- The parity sign of the bits of `b` that lie in `S`. -/
def zSign (S : Finset ι) (b : ι → Bool) : ℤ := ∏ i ∈ S, bitSign (b i)
```

The Z-string $Z_S$ applies $Z$ to each qubit of $S$ and the identity to the others. It is diagonal with entries $z_S(b)$, and this is how it is defined.

```lean
/-- The Z-string on `S`: Pauli Z on each qubit of `S`, the identity on the others. -/
def zString (S : Finset ι) : Matrix (ι → Bool) (ι → Bool) ℂ :=
  Matrix.diagonal fun b => (zSign S b : ℂ)
```

A rotation is the matrix exponential $e^{i\alpha Z_S}$. The textbook rotation $R_z(\vartheta)=e^{-i\vartheta Z/2}$ corresponds to $\alpha=-\vartheta/2$.

```lean
/-- The rotation `exp (i α Z_S)` about a Z-string. -/
def zRot (α : ℝ) (S : Finset ι) : Matrix (ι → Bool) (ι → Bool) ℂ :=
  NormedSpace.exp (((α : ℂ) * Complex.I) • zString S)
```

The multi-controlled phase gate gives the all-ones state the phase $e^{i\theta}$. In terms of the occupation numbers $n_i=(1-Z_i)/2$ it is $\exp(i\theta\prod_i n_i)$. For two qubits this is a time step of a density-density interaction in the Jordan-Wigner encoding, so the decomposition applies directly to such terms in fermionic simulation. Hopping terms are not diagonal in the occupation basis and are not of this form.

```lean
/-- The multi-controlled phase gate: the all-ones state gets the phase `exp (i θ)`,
every other basis state is left alone. -/
def allOnesPhase (θ : ℝ) : Matrix (ι → Bool) (ι → Bool) ℂ :=
  Matrix.diagonal fun b => if ∀ i, b i = true then Complex.exp (θ * Complex.I) else 1
```

CCZ is written out separately, with qubits numbered 0, 1, 2.

```lean
/-- The CCZ gate, diagonal with entry `-1` on the state 111 and `1` on the other seven. -/
def ccz : Matrix (Fin 3 → Bool) (Fin 3 → Bool) ℂ :=
  Matrix.diagonal fun b => if b 0 = true ∧ b 1 = true ∧ b 2 = true then -1 else 1
```

## Phases add along a circuit

The exponential of a diagonal matrix is taken entry by entry, so

$$e^{i\alpha Z_S}|b\rangle=e^{i\alpha z_S(b)}|b\rangle .$$

The lemma `Matrix.exp_diagonal` supplies this step.

```lean
/-- The rotation `exp (i α Z_S)` multiplies each basis state `b` by `exp (i α z)`, where `z` is the
parity sign of the bits of `b` that lie in `S`. -/
theorem zRot_eq_diagonal (α : ℝ) (S : Finset ι) :
    zRot α S = Matrix.diagonal fun b =>
      Complex.exp (((α * zSign S b : ℝ) : ℂ) * Complex.I) := by
  unfold zRot zString
  rw [← Matrix.diagonal_smul, Matrix.exp_diagonal, Pi.exp_def]
  congr 1
  funext b
  simp only [Pi.smul_apply, smul_eq_mul]
  rw [← Complex.exp_eq_exp_ℂ]
  congr 1
  push_cast
  ring
```

Let a circuit be a list $l$ of strings with angles $\alpha_S$, together with a global phase $\varphi$. Diagonal matrices multiply entrywise, so the circuit multiplies $|b\rangle$ by

$$\exp\Big[i\Big(\varphi+\sum_{S\in l}\alpha_S z_S(b)\Big)\Big].$$

The proof is an induction on the list, each new rotation adding one term to the exponent.

```lean
/-- In a circuit of Z-string rotations with a global phase, the phases acquired by each
basis state add up. -/
theorem circuit_eq_diagonal (φ : ℝ) (α : Finset ι → ℝ) (l : List (Finset ι)) :
    Complex.exp (φ * Complex.I) • (l.map fun S => zRot (α S) S).prod =
      Matrix.diagonal fun b => Complex.exp
        (((φ + (l.map fun S => α S * (zSign S b : ℝ)).sum : ℝ) : ℂ) * Complex.I) := by
  have h : (l.map fun S => zRot (α S) S).prod = Matrix.diagonal fun b => Complex.exp
      ((((l.map fun S => α S * (zSign S b : ℝ)).sum : ℝ) : ℂ) * Complex.I) := by
    induction l with
    | nil => simp
    | cons S l ih =>
      rw [List.map_cons, List.prod_cons, ih, zRot_eq_diagonal, Matrix.diagonal_mul_diagonal]
      congr 1
      funext b
      rw [← Complex.exp_add, List.map_cons, List.sum_cons, Complex.ofReal_add, add_mul]
  rw [h, ← Matrix.diagonal_smul]
  congr 1
  funext b
  rw [Pi.smul_apply, smul_eq_mul, ← Complex.exp_add, Complex.ofReal_add, add_mul]
```

## A signed sum that selects the all-ones state

Expanding a product of $n$ binomials gives

$$\sum_S(-1)^{|S|}z_S(b)=\sum_S\prod_{i\in S}(-z_i(b))=\prod_i\big(1-z_i(b)\big).$$

A factor is 2 if $b_i=1$ and 0 if $b_i=0$. The sum is therefore $2^n$ on the all-ones string and 0 on every other string. `Finset.prod_add` performs the expansion.

```lean
/-- The parity signs, weighted by `(-1)^|S|` and summed over all `S`, single out the
all-ones string. -/
theorem sum_signed_zSign (b : ι → Bool) :
    ∑ S : Finset ι, (-1) ^ S.card * zSign S b =
      if ∀ i, b i = true then 2 ^ Fintype.card ι else 0 := by
  calc ∑ S : Finset ι, (-1) ^ S.card * zSign S b
      = ∑ S : Finset ι, ∏ i ∈ S, ((-1) * bitSign (b i)) := by
        refine Finset.sum_congr rfl fun S _ => ?_
        rw [Finset.prod_mul_distrib, Finset.prod_const, zSign]
    _ = ∏ i, ((-1) * bitSign (b i) + 1) := by
        rw [Finset.prod_add]
        simp only [Finset.prod_const_one, mul_one, Finset.powerset_univ]
    _ = _ := by
        by_cases h : ∀ i, b i = true
        · rw [if_pos h]
          simp [h, bitSign]
        · rw [if_neg h]
          obtain ⟨i, hi⟩ := not_forall.mp h
          exact Finset.prod_eq_zero (Finset.mem_univ i) (by simp [bitSign, hi])
```

The parity signs are also orthogonal. The sum over bit strings factorises over qubits:

$$\sum_b z_S(b)z_T(b)=\prod_i c_i .$$

Here $c_i=1+1=2$ if qubit $i$ lies in both sets or in neither, and $c_i=1-1=0$ if it lies in exactly one. The result is $2^n$ for $S=T$ and 0 otherwise.

```lean
/-- Parity signs of different Z-strings are orthogonal over the bit strings. -/
theorem zSign_orthogonal (S T : Finset ι) :
    ∑ b : ι → Bool, zSign S b * zSign T b = if S = T then 2 ^ Fintype.card ι else 0 := by
  have hU : ∀ (U : Finset ι) (b : ι → Bool),
      zSign U b = ∏ i, if i ∈ U then bitSign (b i) else 1 := by
    intro U b
    simp [zSign, Finset.prod_ite_mem]
  calc ∑ b : ι → Bool, zSign S b * zSign T b
      = ∑ b : ι → Bool, ∏ i, ((if i ∈ S then bitSign (b i) else 1) *
          (if i ∈ T then bitSign (b i) else 1)) := by
        simp only [hU, Finset.prod_mul_distrib]
    _ = ∏ i, ∑ x : Bool, ((if i ∈ S then bitSign x else 1) *
          (if i ∈ T then bitSign x else 1)) := by
        rw [Finset.prod_univ_sum, Fintype.piFinset_univ]
    _ = ∏ i, if (i ∈ S ↔ i ∈ T) then 2 else 0 := by
        refine Finset.prod_congr rfl fun i _ => ?_
        by_cases h1 : i ∈ S <;> by_cases h2 : i ∈ T <;> simp [h1, h2, bitSign]
    _ = _ := by
        by_cases h : S = T
        · subst h
          simp
        · obtain ⟨i, hi⟩ := not_forall.mp (fun c => h (Finset.ext c))
          rw [if_neg h]
          exact Finset.prod_eq_zero (Finset.mem_univ i) (if_neg hi)
```

## Angles for any number of qubits

Take $\alpha_S=(-1)^{|S|}\theta/2^n$ for every nonempty $S$, and $\varphi=\theta/2^n$. The global phase is exactly the missing term for $S=\emptyset$, so the total phase of $|b\rangle$ is

$$\frac{\theta}{2^n}\sum_S(-1)^{|S|}z_S(b)=\begin{cases}\theta & b=1\cdots1,\\ 0&\text{otherwise.}\end{cases}$$

In the theorem, `hl` says that the list has no repetitions and `hmem` that it contains exactly the nonempty sets. Every ordering of the rotations is thereby included. In the proof, `hsum` restores the empty-set term and `sum_signed_zSign` evaluates the sum.

```lean
/-- The multi-controlled phase gate on `n` qubits is a global phase times one rotation for
each nonempty Z-string, by the angle `(-1)^|S| θ / 2^n`, in any order. -/
theorem allOnesPhase_eq_circuit (θ : ℝ) (l : List (Finset ι)) (hl : l.Nodup)
    (hmem : ∀ S, S ∈ l ↔ S.Nonempty) :
    allOnesPhase θ = Complex.exp ((θ / 2 ^ Fintype.card ι : ℝ) * Complex.I) •
      (l.map fun S => zRot ((-1) ^ S.card * (θ / 2 ^ Fintype.card ι)) S).prod := by
  rw [circuit_eq_diagonal _ (fun S => (-1) ^ S.card * (θ / 2 ^ Fintype.card ι))]
  unfold allOnesPhase
  congr 1
  funext b
  have hs : l.toFinset = Finset.univ.erase ∅ := by
    ext S
    simp [hmem, Finset.nonempty_iff_ne_empty]
  -- the global phase is the missing term of the empty string
  have hsum : θ / 2 ^ Fintype.card ι + (l.map fun S =>
      (-1) ^ S.card * (θ / 2 ^ Fintype.card ι) * (zSign S b : ℝ)).sum =
      θ / 2 ^ Fintype.card ι *
        ((∑ S : Finset ι, (-1) ^ S.card * zSign S b : ℤ) : ℝ) := by
    rw [← List.sum_toFinset _ hl, hs]
    have h := Finset.add_sum_erase Finset.univ (fun S : Finset ι =>
      (-1) ^ S.card * (θ / 2 ^ Fintype.card ι) * (zSign S b : ℝ)) (Finset.mem_univ ∅)
    have h0 : (zSign (∅ : Finset ι) b : ℝ) = 1 := by simp [zSign]
    simp only [Finset.card_empty, pow_zero, one_mul, h0, mul_one] at h
    rw [h]
    push_cast
    rw [Finset.mul_sum]
    exact Finset.sum_congr rfl fun S _ => by ring
  rw [hsum, sum_signed_zSign]
  by_cases h : ∀ i, b i = true
  · rw [if_pos h, if_pos h]
    congr 2
    push_cast
    field_simp
  · rw [if_neg h, if_neg h]
    simp
```

## The seven rotations of CCZ

Since $e^{i\pi}=-1$, CCZ is the case $n=3$, $\theta=\pi$.

```lean
/-- CCZ is the multi-controlled phase gate on three qubits with phase `π`. -/
theorem ccz_eq_allOnesPhase : ccz = allOnesPhase π := by
  unfold ccz allOnesPhase
  congr 1
  funext b
  have hb : (∀ i, b i = true) ↔ b 0 = true ∧ b 1 = true ∧ b 2 = true := by
    constructor
    · intro h
      exact ⟨h 0, h 1, h 2⟩
    · rintro ⟨h0, h1, h2⟩ i
      fin_cases i
      exacts [h0, h1, h2]
  by_cases h : b 0 = true ∧ b 1 = true ∧ b 2 = true
  · rw [if_pos h, if_pos (hb.mpr h), Complex.exp_pi_mul_I]
  · rw [if_neg h, if_neg (fun c => h (hb.mp c))]
```

The angles are then $-\pi/8$ for strings on one or three qubits and $+\pi/8$ for strings on two:

$$\mathrm{CCZ}=e^{i\pi/8}\prod_{S\neq\emptyset}e^{i(-1)^{|S|}(\pi/8)Z_S}.$$

As a numerical instance, take $|110\rangle$, where $z_0=z_1=-1$ and $z_2=+1$. In units of $\pi/8$, the global phase contributes $+1$, the single-qubit strings $+1,+1,-1$, the pairs $\{0,1\},\{0,2\},\{1,2\}$ contribute $+1,-1,-1$, and the triple $-1$. The total is 0, so the state is unchanged. For $|111\rangle$ all eight contributions are $+1$, and the total phase is $\pi$.

The Lean proof applies the general theorem to an explicit list of seven sets; `decide` checks that the list is complete and free of repetitions.

```lean
/-- CCZ is the global phase `exp (i π/8)` times seven Z-string rotations: by `-π/8` for
strings on one or three qubits and by `π/8` for strings on two. -/
theorem ccz_eq_seven_rotations :
    ccz = Complex.exp ((π / 8 : ℝ) * Complex.I) •
      (zRot (-(π / 8)) {0} * zRot (-(π / 8)) {1} * zRot (-(π / 8)) {2} *
        zRot (π / 8) {0, 1} * zRot (π / 8) {0, 2} * zRot (π / 8) {1, 2} *
        zRot (-(π / 8)) {0, 1, 2}) := by
  have h := allOnesPhase_eq_circuit π
    ([{0}, {1}, {2}, {0, 1}, {0, 2}, {1, 2}, {0, 1, 2}] : List (Finset (Fin 3)))
    (by decide) (by decide)
  have e0 : π / 2 ^ 3 = π / 8 := by norm_num
  have e1 : (-1 : ℝ) ^ 1 * (π / 8) = -(π / 8) := by ring
  have e2 : (-1 : ℝ) ^ 2 * (π / 8) = π / 8 := by ring
  have e3 : (-1 : ℝ) ^ 3 * (π / 8) = -(π / 8) := by ring
  rw [ccz_eq_allOnesPhase, h]
  simp only [List.map_cons, List.map_nil, List.prod_cons, List.prod_nil, mul_one,
    Fintype.card_fin, e0,
    show ({0} : Finset (Fin 3)).card = 1 from rfl,
    show ({1} : Finset (Fin 3)).card = 1 from rfl,
    show ({2} : Finset (Fin 3)).card = 1 from rfl,
    show ({0, 1} : Finset (Fin 3)).card = 2 from rfl,
    show ({0, 2} : Finset (Fin 3)).card = 2 from rfl,
    show ({1, 2} : Finset (Fin 3)).card = 2 from rfl,
    show ({0, 1, 2} : Finset (Fin 3)).card = 3 from rfl, e1, e2, e3, mul_assoc]
```

## Every nonempty string is needed

Now suppose that the gate with $\theta=\pi$ equals some circuit of rotations about distinct strings, with unknown real angles and global phase. Equal matrices have equal phases modulo $2\pi$, so there are integers $m_b$ with

$$\varphi+\sum_{S\in l}\alpha_S z_S(b)=\pi\,\delta_{b,1\cdots1}+2\pi m_b .$$

Multiply by $z_T(b)$ for a nonempty $T$ and sum over $b$. By orthogonality the global phase drops out, and the left side becomes $2^n\alpha_T$ if $T$ is in the list and 0 if it is not. The right side is

$$\pi(-1)^{|T|}+2\pi\sum_b m_b z_T(b),$$

an odd multiple of $\pi$, because the last sum is an integer. It is never zero, so $T$ must occur, and $\alpha_T$ is an odd multiple of $\pi/2^n$.

In the proof, `choose m hm` collects the integers $m_b$, `h1` and `h2` compute the two sides of the projection, and `hK` equates them.

The statement about angles can fail if a string is repeated. On one qubit,

$$Z=e^{i\pi/2}\,e^{-i(\pi/4)Z}\,e^{-i(\pi/4)Z},$$

and $-\pi/4$ is not an odd multiple of $\pi/2$.

```lean
/-- If the multi-controlled Z gate on `n` qubits is a global phase times rotations about
distinct Z-strings, every nonempty string occurs, with an odd multiple of `π / 2^n` as angle. -/
theorem angle_odd_multiple (φ : ℝ) (α : Finset ι → ℝ) (l : List (Finset ι)) (hl : l.Nodup)
    (h : allOnesPhase π =
      Complex.exp (φ * Complex.I) • (l.map fun S => zRot (α S) S).prod)
    (T : Finset ι) (hT : T.Nonempty) :
    T ∈ l ∧ ∃ k : ℤ, α T = (2 * k + 1) * (π / 2 ^ Fintype.card ι) := by
  rw [circuit_eq_diagonal] at h
  -- equal gates have equal phases modulo 2π
  have hb : ∀ b : ι → Bool, ∃ m : ℤ, φ + ∑ S ∈ l.toFinset, α S * (zSign S b : ℝ) =
      (if ∀ i, b i = true then π else 0) + m * (2 * π) := by
    intro b
    have e := (congrFun (congrFun h b) b).symm
    simp only [allOnesPhase, Matrix.diagonal_apply_eq] at e
    rw [← List.sum_toFinset _ hl] at e
    by_cases hall : ∀ i, b i = true
    · rw [if_pos hall] at e ⊢
      obtain ⟨m, hm⟩ := Complex.exp_eq_exp_iff_exists_int.mp e
      refine ⟨m, Complex.ofReal_inj.mp (mul_right_cancel₀ Complex.I_ne_zero ?_)⟩
      rw [hm]
      push_cast
      ring
    · rw [if_neg hall] at e ⊢
      obtain ⟨m, hm⟩ := Complex.exp_eq_one_iff.mp e
      refine ⟨m, Complex.ofReal_inj.mp (mul_right_cancel₀ Complex.I_ne_zero ?_)⟩
      rw [hm]
      push_cast
      ring
  choose m hm using hb
  have orth : ∀ S : Finset ι, ∑ b : ι → Bool, (zSign S b : ℝ) * (zSign T b : ℝ) =
      if S = T then 2 ^ Fintype.card ι else 0 := by
    intro S
    exact_mod_cast congrArg (Int.cast : ℤ → ℝ) (zSign_orthogonal S T)
  have h0 : ∑ b : ι → Bool, (zSign T b : ℝ) = 0 := by
    have z0 : ∀ b : ι → Bool, zSign ∅ b = 1 := fun b => by simp [zSign]
    have h1 := orth ∅
    rw [if_neg hT.ne_empty.symm] at h1
    simpa only [z0, Int.cast_one, one_mul] using h1
  -- project the phases on the sign function of T, in two ways
  have h1 : ∑ b : ι → Bool, (φ + ∑ S ∈ l.toFinset, α S * (zSign S b : ℝ)) * (zSign T b : ℝ) =
      if T ∈ l then α T * 2 ^ Fintype.card ι else 0 := by
    simp only [add_mul, Finset.sum_add_distrib, Finset.sum_mul, mul_assoc]
    rw [← Finset.mul_sum, h0, Finset.sum_comm]
    simp only [← Finset.mul_sum, orth]
    simp
  have h2 : ∑ b : ι → Bool, ((if ∀ i, b i = true then π else 0) + m b * (2 * π)) *
      (zSign T b : ℝ) = π * (zSign T (fun _ => true) : ℝ) +
        2 * π * ∑ b : ι → Bool, (m b : ℝ) * (zSign T b : ℝ) := by
    simp only [add_mul, Finset.sum_add_distrib]
    congr 1
    · rw [Finset.sum_eq_single (fun _ => true)]
      · simp
      · intro b _ hb
        rw [if_neg (fun c => hb (funext c)), zero_mul]
      · simp
    · rw [Finset.mul_sum]
      exact Finset.sum_congr rfl fun b _ => by ring
  obtain ⟨k, hk⟩ : Odd (zSign T (fun _ => true)) := by
    have hz : zSign T (fun _ => true) = (-1) ^ T.card := by simp [zSign, bitSign]
    rw [hz]
    exact Odd.pow (by decide)
  obtain ⟨K, hK⟩ : ∃ K : ℤ, (if T ∈ l then α T * 2 ^ Fintype.card ι else 0) =
      (2 * (K : ℝ) + 1) * π := by
    refine ⟨k + ∑ b : ι → Bool, m b * zSign T b, ?_⟩
    rw [← h1]
    simp only [hm]
    rw [h2, hk]
    push_cast
    ring
  by_cases hTl : T ∈ l
  · rw [if_pos hTl] at hK
    refine ⟨hTl, K, ?_⟩
    rw [← mul_div_assoc, eq_div_iff (by positivity)]
    exact hK
  · -- an odd multiple of π is not zero
    rw [if_neg hTl] at hK
    have hne : (2 * (K : ℝ) + 1) ≠ 0 := by
      have hi : 2 * K + 1 ≠ 0 := by omega
      exact_mod_cast hi
    exact absurd hK.symm (mul_ne_zero hne Real.pi_ne_zero)
```

Three qubits have $2^3-1=7$ nonempty strings. All of them must occur in a circuit for CCZ, so its list has at least seven entries. The Lean proof compares the set of nonempty strings with the set of list entries and counts.

Repeating a string cannot lower this number: all these rotations commute, so those about the same string merge into one whose angle is the sum. The bound concerns circuits made only of Z-string rotations and a global phase. It sets no limit for circuits that also use other gates, auxiliary qubits or measurements. How the rotations are carried out on a device, and with what noise, is not treated here.

```lean
/-- A circuit of rotations about distinct Z-strings that equals CCZ up to a global phase
has at least seven rotations. -/
theorem ccz_needs_seven (φ : ℝ) (α : Finset (Fin 3) → ℝ) (l : List (Finset (Fin 3)))
    (hl : l.Nodup)
    (h : ccz = Complex.exp (φ * Complex.I) • (l.map fun S => zRot (α S) S).prod) :
    7 ≤ l.length := by
  rw [ccz_eq_allOnesPhase] at h
  have hsub : Finset.univ.filter (fun S : Finset (Fin 3) => S.Nonempty) ⊆ l.toFinset := by
    intro S hS
    exact List.mem_toFinset.mpr
      (angle_odd_multiple φ α l hl h S (Finset.mem_filter.mp hS).2).1
  have hcard : (Finset.univ.filter (fun S : Finset (Fin 3) => S.Nonempty)).card = 7 := by
    decide
  rw [← hcard]
  exact (Finset.card_le_card hsub).trans (List.toFinset_card_le l)

end

end CCZPhaseRotations
```

```lean
#print axioms CCZPhaseRotations.ccz_eq_seven_rotations
-- 'CCZPhaseRotations.ccz_eq_seven_rotations' depends on axioms: [propext, Classical.choice, Quot.sound]
#print axioms CCZPhaseRotations.ccz_needs_seven
-- 'CCZPhaseRotations.ccz_needs_seven' depends on axioms: [propext, Classical.choice, Quot.sound]
```
